# Liechtenstein and Dudarev +U corrections coincide at all diagonal occupations exactly when every Coulomb and inter-orbital exchange element equals its double-counting parameter

Occupations are modelled here as real numbers, one per orbital, and not as an occupation matrix. This describes a DFT+U correction written in a basis where the occupation matrix is diagonal; with two spins, one basis has to diagonalise both channels. The interaction matrices are held fixed in that basis while the occupations vary.

The Liechtenstein correction is taken with the fully localised double counting, and the Dudarev correction with an effective interaction equal to the Coulomb parameter minus the exchange parameter. Within this diagonal model, the result tells a DFT+U user when the choice between the two functionals changes the energy: it does so at some occupations whenever a Coulomb element, or an exchange element between distinct orbitals, differs from its double-counting parameter.

## Energies for one spin channel

```lean
import Mathlib

open Finset

namespace HubbardCorrection

noncomputable section

variable {ι : Type*} [Fintype ι]
```

The type `ι` is the finite set of orbitals. A function `ι → ℝ` assigns an occupation $n_i$ to each orbital, and `Matrix ι ι ℝ` is a real matrix indexed by orbitals.

```lean
/-- Total number of electrons for the orbital occupations `n`. -/
def totalOcc (n : ι → ℝ) : ℝ := ∑ i, n i
```

This is the electron number $N=\sum_i n_i$.

```lean
/-- The Dudarev penalty `(a/2) ∑ (n_i - n_i²)`. -/
def dudarev (a : ℝ) (n : ι → ℝ) : ℝ := a / 2 * ∑ i, (n i - n i ^ 2)
```

The Dudarev penalty is $D_a(n)=\frac a2\sum_i(n_i-n_i^2)$. The real number $a$ stands for the effective interaction, the Coulomb parameter minus the exchange parameter. It is usually written $U-J$; below, the two parameters are called $u$ and $v$, and $U$ and $J$ denote matrices. The penalty vanishes when every occupation is 0 or 1.

```lean
/-- The matrix of deviations `A_ij - a` from a uniform interaction `a`. -/
def deviation (A : Matrix ι ι ℝ) (a : ℝ) : Matrix ι ι ℝ :=
  Matrix.of fun i j => A i j - a
```

The deviation matrix has elements $A_{ij}-a$. It measures how far each element of the interaction $A$ lies from the common value $a$.

```lean
/-- Subtracting a constant from every element of `A` subtracts, from the double sum over two sets of
occupations, that constant times the product of the electron numbers. -/
theorem sum_deviation (A : Matrix ι ι ℝ) (a : ℝ) (n m : ι → ℝ) :
    ∑ i, ∑ j, deviation A a i j * n i * m j =
      ∑ i, ∑ j, A i j * n i * m j - a * (totalOcc n * totalOcc m) := by
  unfold totalOcc
  rw [Finset.sum_mul_sum, Finset.mul_sum, ← Finset.sum_sub_distrib]
  refine Finset.sum_congr rfl fun i _ => ?_
  rw [Finset.mul_sum, ← Finset.sum_sub_distrib]
  refine Finset.sum_congr rfl fun j _ => ?_
  simp only [deviation, Matrix.of_apply]
  ring
```

For two sets of occupations $n$ and $m$, with totals $N$ and $M$, the theorem says

$$\sum_{ij}(A_{ij}-a)\,n_i m_j=\sum_{ij}A_{ij}n_i m_j-a\,NM .$$

By hand, one expands the bracket and uses $\sum_{ij}n_im_j=NM$. Lean writes $NM$ as a double sum, compares the two sides term by term, and leaves the remaining algebra to `ring`.

```lean
variable [DecidableEq ι]

/-- Interaction energy `(1/2) ∑_{i ≠ j} A_ij n_i n_j` between distinct orbitals. -/
def interaction (A : Matrix ι ι ℝ) (n : ι → ℝ) : ℝ :=
  1 / 2 * ∑ i, ∑ j, if i = j then 0 else A i j * n i * n j
```

The interaction energy is $I_A(n)=\frac12\sum_{i\ne j}A_{ij}n_in_j$. The `if` sets the diagonal terms to zero, so no orbital interacts with itself.

```lean
/-- Orbital-resolved correction: the interaction energy minus the fully localised
double counting `(a/2) N (N - 1)`. -/
def orbitalResolved (A : Matrix ι ι ℝ) (a : ℝ) (n : ι → ℝ) : ℝ :=
  interaction A n - a / 2 * (totalOcc n * (totalOcc n - 1))
```

Subtracting the fully localised double counting gives the orbital-resolved correction $E_{A,a}(n)=I_A(n)-\frac a2N(N-1)$.

```lean
/-- Occupations with one electron in orbital `i`. -/
def singleOcc (i k : ι) : ℝ := if k = i then 1 else 0
```

`singleOcc i` is the occupation vector $e_i$, with one electron in orbital $i$ and none elsewhere.

```lean
/-- The sum of the one-electron occupations of orbitals `i` and `j`. -/
def pairOcc (i j k : ι) : ℝ := singleOcc i k + singleOcc j k
```

`pairOcc i j` is $e_i+e_j$. For $i\neq j$ it describes two electrons of equal spin in different orbitals.

## The difference is an interaction energy

```lean
/-- The interaction energy is half of the full double sum less its diagonal,
the self-interaction part. -/
theorem interaction_eq (A : Matrix ι ι ℝ) (n : ι → ℝ) :
    interaction A n =
      1 / 2 * (∑ i, ∑ j, A i j * n i * n j - ∑ i, A i i * n i ^ 2) := by
  unfold interaction
  rw [← Finset.sum_sub_distrib]
  congr 1
  refine Finset.sum_congr rfl fun i _ => ?_
  have h : ∀ j, (if i = j then 0 else A i j * n i * n j) =
      A i j * n i * n j - (if i = j then A i j * n i * n j else 0) := by
    intro j
    split_ifs <;> ring
  rw [Finset.sum_congr rfl (fun j _ => h j), Finset.sum_sub_distrib,
    Finset.sum_ite_eq, if_pos (Finset.mem_univ i)]
  ring
```

The off-diagonal sum is the full sum minus its diagonal:

$$I_A(n)=\tfrac12\Big(\sum_{ij}A_{ij}n_in_j-\sum_iA_{ii}n_i^2\Big).$$

The local statement `h` does this for each term, and `Finset.sum_ite_eq` then picks out the single diagonal term in each row.

```lean
/-- The orbital-resolved correction and the Dudarev penalty differ by the interaction
energy of the deviations `A_ij - a`. -/
theorem orbitalResolved_sub_dudarev (A : Matrix ι ι ℝ) (a : ℝ) (n : ι → ℝ) :
    orbitalResolved A a n - dudarev a n = interaction (deviation A a) n := by
  have hd : ∑ i, deviation A a i i * n i ^ 2 =
      ∑ i, A i i * n i ^ 2 - a * ∑ i, n i ^ 2 := by
    rw [Finset.mul_sum, ← Finset.sum_sub_distrib]
    refine Finset.sum_congr rfl fun i _ => ?_
    simp only [deviation, Matrix.of_apply]
    ring
  have hp : ∑ i, (n i - n i ^ 2) = totalOcc n - ∑ i, n i ^ 2 := by
    unfold totalOcc
    rw [Finset.sum_sub_distrib]
  unfold orbitalResolved dudarev
  rw [interaction_eq A n, interaction_eq (deviation A a) n, sum_deviation, hd, hp]
  ring
```

This identity carries the argument: $E_{A,a}(n)-D_a(n)=I_{A-a}(n)$, where $A-a$ denotes the deviation matrix. To derive it, let $S=\sum_in_i^2$. The double counting and the penalty add up to

$$\tfrac a2N(N-1)+\tfrac a2(N-S)=\tfrac a2(N^2-S),$$

so the left side is $I_A(n)-\frac a2(N^2-S)$. Since $N^2-S=\sum_{i\ne j}n_in_j$, this is $\frac12\sum_{i\ne j}(A_{ij}-a)n_in_j$.

In Lean, `hd` expands the diagonal of the deviation matrix and `hp` rewrites the penalty sum as $N-S$. After the earlier identities are inserted, `ring` closes the proof.

## Two electrons isolate one matrix element

```lean
/-- A single electron has no interaction energy. -/
theorem interaction_single (A : Matrix ι ι ℝ) (i : ι) :
    interaction A (singleOcc i) = 0 := by
  have h : ∑ k, ∑ l, (if k = l then 0 else A k l * singleOcc i k * singleOcc i l) = 0 := by
    refine Finset.sum_eq_zero fun k _ => Finset.sum_eq_zero fun l _ => ?_
    split_ifs with hkl
    · rfl
    · by_cases hk : k = i
      · have hl : l ≠ i := fun hl => hkl (hk.trans hl.symm)
        simp [singleOcc, hl]
      · simp [singleOcc, hk]
  unfold interaction
  rw [h, mul_zero]
```

A single electron has $I_A(e_i)=0$. Every term contains the occupations of two different orbitals, and at least one of them is empty. The proof goes through these cases.

```lean
omit [Fintype ι] in
/-- For distinct orbitals `i` and `j`, every occupation in `pairOcc i j` is 0 or 1. -/
theorem pairOcc_zero_or_one {i j : ι} (hij : i ≠ j) (k : ι) :
    pairOcc i j k = 0 ∨ pairOcc i j k = 1 := by
  unfold pairOcc singleOcc
  by_cases hi : k = i
  · have hj : k ≠ j := fun h => hij (hi.symm.trans h)
    right
    rw [if_pos hi, if_neg hj]
    norm_num
  · by_cases hj : k = j
    · right
      rw [if_neg hi, if_pos hj]
      norm_num
    · left
      rw [if_neg hi, if_neg hj]
      norm_num
```

For $i\ne j$, the vector $e_i+e_j$ contains only the values 0 and 1. The distinctness matters, because $e_i+e_i$ would put 2 into one orbital.

```lean
/-- Two electrons in distinct orbitals `i` and `j` have interaction energy
`(A_ij + A_ji)/2`. -/
theorem interaction_pair (A : Matrix ι ι ℝ) {i j : ι} (hij : i ≠ j) :
    interaction A (pairOcc i j) = (A i j + A j i) / 2 := by
  have hs : ∀ f : ι → ℝ, ∑ k, f k * pairOcc i j k = f i + f j := by
    intro f
    simp [pairOcc, singleOcc, mul_add, Finset.sum_add_distrib]
  have hsq : ∀ k, pairOcc i j k ^ 2 = pairOcc i j k := by
    intro k
    rcases pairOcc_zero_or_one hij k with h | h <;> rw [h] <;> norm_num
  have hin : ∀ k, ∑ l, A k l * pairOcc i j k * pairOcc i j l =
      (A k i + A k j) * pairOcc i j k := by
    intro k
    rw [hs (fun l => A k l * pairOcc i j k)]
    ring
  rw [interaction_eq, Finset.sum_congr rfl (fun k _ => hin k),
    hs (fun k => A k i + A k j),
    Finset.sum_congr rfl (fun k _ => congrArg (A k k * ·) (hsq k)),
    hs (fun k => A k k)]
  ring
```

For distinct orbitals,

$$I_A(e_i+e_j)=\tfrac12(A_{ij}+A_{ji}).$$

By hand, only the ordered pairs $(i,j)$ and $(j,i)$ survive. Lean starts from the full sum, $A_{ii}+A_{ij}+A_{ji}+A_{jj}$, and removes the diagonal $A_{ii}+A_{jj}$. Here `hs` evaluates a sum weighted by the pair occupations, `hsq` uses $0^2=0$ and $1^2=1$, and `hin` performs the inner sum.

```lean
/-- For symmetric `A`, the orbital-resolved correction and the Dudarev penalty agree for all real
occupations if and only if all interactions between distinct orbitals equal `a`. -/
theorem orbitalResolved_eq_dudarev_iff {A : Matrix ι ι ℝ} (hA : A.IsSymm) (a : ℝ) :
    (∀ n, orbitalResolved A a n = dudarev a n) ↔ ∀ i j, i ≠ j → A i j = a := by
  constructor
  · intro h i j hij
    -- two electrons probe a single matrix element
    have hg := orbitalResolved_sub_dudarev A a (pairOcc i j)
    rw [h, interaction_pair _ hij] at hg
    simp only [deviation, Matrix.of_apply] at hg
    linarith [hA.apply i j]
  · intro h n
    have hz : interaction (deviation A a) n = 0 := by
      have h0 : ∑ i, ∑ j, (if i = j then 0 else deviation A a i j * n i * n j) = 0 := by
        refine Finset.sum_eq_zero fun i _ => Finset.sum_eq_zero fun j _ => ?_
        split_ifs with hij
        · rfl
        · simp [deviation, h i j hij]
      unfold interaction
      rw [h0, mul_zero]
    linarith [orbitalResolved_sub_dudarev A a n]
```

The hypothesis `hA` says that $A$ is symmetric. The statement then reads: $E_{A,a}(n)=D_a(n)$ for every real occupation vector $n$ if and only if $A_{ij}=a$ for all $i\ne j$.

Suppose first that the corrections agree. At $n=e_i+e_j$ their difference is zero, so

$$0=\tfrac12\big[(A_{ij}-a)+(A_{ji}-a)\big]=A_{ij}-a .$$

The last step uses symmetry; `linarith` carries it out with `hA.apply i j`. Conversely, if all off-diagonal deviations vanish, so does $I_{A-a}(n)$, and the two corrections are equal.

With one orbital there are no distinct pairs and the condition is empty. The corrections do agree there: $0-\frac a2n(n-1)=\frac a2(n-n^2)$.

```lean
/-- For symmetric `A`, agreement of the orbital-resolved correction and the Dudarev penalty for
occupations 0 and 1 alone is already equivalent to all interactions between distinct orbitals being
equal to `a`. -/
theorem integer_agreement_iff {A : Matrix ι ι ℝ} (hA : A.IsSymm) (a : ℝ) :
    (∀ n : ι → ℝ, (∀ k, n k = 0 ∨ n k = 1) → orbitalResolved A a n = dudarev a n) ↔
      ∀ i j, i ≠ j → A i j = a := by
  constructor
  · intro h i j hij
    have hg := orbitalResolved_sub_dudarev A a (pairOcc i j)
    rw [h _ (pairOcc_zero_or_one hij), interaction_pair _ hij] at hg
    simp only [deviation, Matrix.of_apply] at hg
    linarith [hA.apply i j]
  · intro h n _
    exact (orbitalResolved_eq_dudarev_iff hA a).2 h n
```

The test can be restricted to occupations 0 and 1, and the conclusion stays the same. The forward proof only ever used $e_i+e_j$, and the converse is a special case of the preceding theorem. Since the penalty is zero at these occupations, orbital dependence already shows up as a nonzero orbital-resolved correction for some integer filling.

## Both spin channels

```lean
/-- Liechtenstein correction for diagonal occupations `p` (spin up) and `q` (spin down), with
matrices `U`, `J` and real parameters `u`, `v` in the double counting. -/
def liechtenstein (U J : Matrix ι ι ℝ) (u v : ℝ) (p q : ι → ℝ) : ℝ :=
  interaction (U - J) p + interaction (U - J) q + ∑ i, ∑ j, U i j * p i * q j
    - (u / 2 * ((totalOcc p + totalOcc q) * (totalOcc p + totalOcc q - 1))
      - v / 2 * (totalOcc p * (totalOcc p - 1) + totalOcc q * (totalOcc q - 1)))
```

Let $p$ and $q$ be the spin-up and spin-down occupations, with totals $P$ and $Q$, and now let $N=P+Q$. The Liechtenstein correction is

$$\begin{aligned}L(p,q)={}&I_{U-J}(p)+I_{U-J}(q)+\sum_{ij}U_{ij}p_iq_j\\&-\Big[\tfrac u2N(N-1)-\tfrac v2\big(P(P-1)+Q(Q-1)\big)\Big].\end{aligned}$$

The matrices $U$ and $J$ hold the direct Coulomb and exchange integrals. Electrons of equal spin feel $U_{ij}-J_{ij}$, and electrons of opposite spin feel $U_{ij}$. The numbers $u$ and $v$ are the screened Coulomb and exchange parameters that a user supplies. Normally $u$ is the average of $U_{ij}$ over all $i$ and $j$, and $u-v$ is the average of $U_{ij}-J_{ij}$ over all pairs with $i\ne j$. The definition leaves them as arbitrary real numbers.

```lean
/-- The Liechtenstein and Dudarev corrections differ by the equal-spin interaction energies of the
deviations of `U_ij - J_ij` from `u - v`, plus the opposite-spin interaction energy of the
deviations of `U_ij` from `u`. -/
theorem liechtenstein_sub_dudarev (U J : Matrix ι ι ℝ) (u v : ℝ) (p q : ι → ℝ) :
    liechtenstein U J u v p q - (dudarev (u - v) p + dudarev (u - v) q) =
      interaction (deviation (U - J) (u - v)) p + interaction (deviation (U - J) (u - v)) q
        + ∑ i, ∑ j, deviation U u i j * p i * q j := by
  rw [← orbitalResolved_sub_dudarev, ← orbitalResolved_sub_dudarev, sum_deviation]
  unfold liechtenstein orbitalResolved
  ring
```

Because $N(N-1)=P(P-1)+Q(Q-1)+2PQ$, the double counting splits into

$$\tfrac{u-v}2\big[P(P-1)+Q(Q-1)\big]+u\,PQ .$$

The first part turns each equal-spin energy into an orbital-resolved correction with matrix $U-J$ and parameter $u-v$. The second part combines with the opposite-spin energy. Therefore

$$\begin{aligned}&L(p,q)-D_{u-v}(p)-D_{u-v}(q)\\&\quad=I_{(U-J)-(u-v)}(p)+I_{(U-J)-(u-v)}(q)+\sum_{ij}(U_{ij}-u)p_iq_j .\end{aligned}$$

The `rw` line applies the one-spin identity twice and `sum_deviation` once; `ring` checks the splitting of the double counting.

```lean
/-- For symmetric exchange, the Liechtenstein correction equals the Dudarev correction for
all occupations of both spins if and only if every `U_ij` is `u` and every `J_ij` with
`i ≠ j` is `v`. -/
theorem liechtenstein_eq_dudarev_iff (U : Matrix ι ι ℝ) {J : Matrix ι ι ℝ}
    (hJ : J.IsSymm) (u v : ℝ) :
    (∀ p q, liechtenstein U J u v p q = dudarev (u - v) p + dudarev (u - v) q) ↔
      (∀ i j, U i j = u) ∧ ∀ i j, i ≠ j → J i j = v := by
  constructor
  · intro h
    -- one electron of each spin fixes the Coulomb matrix
    have hU : ∀ i j, U i j = u := by
      intro i j
      have hg := liechtenstein_sub_dudarev U J u v (singleOcc i) (singleOcc j)
      have hs : ∑ k, ∑ l, deviation U u k l * singleOcc i k * singleOcc j l =
          U i j - u := by
        simp [singleOcc, deviation]
      rw [h, interaction_single, interaction_single, hs] at hg
      linarith
    refine ⟨hU, fun i j hij => ?_⟩
    -- two electrons of equal spin then fix the off-diagonal exchange elements
    have hg := liechtenstein_sub_dudarev U J u v (pairOcc i j) (fun _ => 0)
    have h0 : interaction (deviation (U - J) (u - v)) (fun _ => 0) = 0 := by
      simp [interaction]
    have hc : ∑ k, ∑ l, deviation U u k l * pairOcc i j k * (0 : ℝ) = 0 := by
      simp
    rw [h, interaction_pair _ hij, h0, hc] at hg
    simp only [deviation, Matrix.of_apply, Matrix.sub_apply] at hg
    linarith [hJ.apply i j, hU i j, hU j i]
  · rintro ⟨hU, hV⟩ p q
    have hz : ∀ n, interaction (deviation (U - J) (u - v)) n = 0 := by
      intro n
      have h0 : ∑ i, ∑ j,
          (if i = j then 0 else deviation (U - J) (u - v) i j * n i * n j) = 0 := by
        refine Finset.sum_eq_zero fun i _ => Finset.sum_eq_zero fun j _ => ?_
        split_ifs with hij
        · rfl
        · simp [deviation, hU i j, hV i j hij]
      unfold interaction
      rw [h0, mul_zero]
    have hc : ∑ i, ∑ j, deviation U u i j * p i * q j = 0 := by
      simp [deviation, hU]
    have hg := liechtenstein_sub_dudarev U J u v p q
    rw [hz, hz, hc] at hg
    linarith

end

end HubbardCorrection
```

For symmetric $J$, the two corrections agree at all real $p$ and $q$ if and only if $U_{ij}=u$ for all $i,j$ and $J_{ij}=v$ for all $i\ne j$.

Assume agreement and take $p=e_i$, $q=e_j$, where $i=j$ is allowed. The equal-spin terms vanish, which leaves $0=U_{ij}-u$. Next take $p=e_i+e_j$ with $i\ne j$ and $q=0$. With $U$ already known,

$$0=\tfrac12\big[(u-J_{ij})+(u-J_{ji})\big]-(u-v)=v-J_{ij}.$$

These are the two commented steps in the proof. For the converse, `hz` and `hc` show that every term in the difference is zero.

No symmetry of $U$ is assumed. The theorem puts no condition on the diagonal elements $J_{ii}$, since the equal-spin energy skips them. For actual integrals $J_{ii}=U_{ii}$, so the skipped terms would cancel anyway. When the condition fails, the theorem gives disagreement at some occupations; it does not say how large the difference is, or that it appears at the occupations of a particular material.

The uniform case can be set up in a code that builds its matrices from Slater integrals. If only $F^0$ is kept, then $U_{ij}=F^0$ and $J_{ij}=0$ for $i\ne j$. With $u=F^0$ and $v=0$, a Liechtenstein run should then reproduce a Dudarev run with effective interaction $F^0$, provided that both use the same projectors and the fully localised double counting. In this special case the occupation matrices need not be diagonal, because an interaction with $F^0$ alone has the same form in every orthonormal orbital basis.

```lean
#print axioms HubbardCorrection.integer_agreement_iff
-- 'HubbardCorrection.integer_agreement_iff' depends on axioms: [propext, Classical.choice, Quot.sound]
#print axioms HubbardCorrection.liechtenstein_eq_dudarev_iff
-- 'HubbardCorrection.liechtenstein_eq_dudarev_iff' depends on axioms: [propext, Classical.choice, Quot.sound]
```
